# Mean fine-structure energy of a spin state quantised along a field

Let $S_0,S_1,S_2$ be the Cartesian components of a spin in a magnetic field along the real unit vector $n$, with $\hbar=1$. What does the fine-structure interaction $\sum_{kl}D_{kl}S_kS_l$, also called the zero-field splitting, contribute to the mean energy of a state with a definite value $m$ of $n\cdot S$? The tensor $D$ is real, symmetric and traceless; a trace would only move all levels together.

```lean
import Mathlib

open Matrix

namespace HighFieldFineStructure

noncomputable section

variable {ι : Type*} [Fintype ι] [DecidableEq ι]
```

The components are Hermitian matrices of any finite size, and indices run cyclically, so $k+1$ and $k+2$ are taken modulo 3. The number $X$ fixes the total squared spin. It is $s(s+1)$ for spin quantum number $s$, but neither this form nor irreducibility is assumed.

```lean
/-- Three Hermitian matrices with the angular-momentum commutators (indices cyclic)
and total squared spin `X`. -/
structure IsSpin (S : Fin 3 → Matrix ι ι ℂ) (X : ℝ) : Prop where
  herm : ∀ k, (S k).IsHermitian
  comm : ∀ k, S k * S (k + 1) - S (k + 1) * S k = Complex.I • S (k + 2)
  casimir : ∑ k, S k * S k = (X : ℂ) • (1 : Matrix ι ι ℂ)
```

The component along the field is $n\cdot S=\sum_k n_kS_k$.

```lean
/-- The spin component `n·S` along a real vector `n`. -/
def along (S : Fin 3 → Matrix ι ι ℂ) (n : Fin 3 → ℝ) : Matrix ι ι ℂ :=
  ∑ k, (n k : ℂ) • S k
```

The Hamiltonian `fineStructure S D` contains only the fine-structure term; the Zeeman energy is left out.

```lean
/-- The fine-structure Hamiltonian `∑ D_kl S_k S_l`. -/
def fineStructure (S : Fin 3 → Matrix ι ι ℂ) (D : Matrix (Fin 3) (Fin 3) ℝ) :
    Matrix ι ι ℂ :=
  ∑ k, ∑ l, (D k l : ℂ) • (S k * S l)
```

Write $\langle A\rangle=v^\dagger Av$, which is `expect v A`. It is the quantum mean when $v^\dagger v=1$; for any other nonzero $v$ the mean is $\langle A\rangle/v^\dagger v$. Parts (a) and (b) hold for either normalisation.

```lean
/-- The functional `A ↦ ⟨v, A v⟩`, linear in the operator `A`. -/
def expect (v : ι → ℂ) : Matrix ι ι ℂ →ₗ[ℂ] ℂ where
  toFun A := star v ⬝ᵥ (A *ᵥ v)
  map_add' A B := by rw [Matrix.add_mulVec, dotProduct_add]
  map_smul' c A := by rw [Matrix.smul_mulVec, dotProduct_smul, RingHom.id_apply]
```

## (a) Replacing an operator by its eigenvalue

Let $L$ be Hermitian and $Lv=mv$ with $m$ real. Show for every $A$ that
$$\langle LA\rangle=m\langle A\rangle=\langle AL\rangle .$$

**Solution.** Taking the adjoint of $Lv=mv$ gives $v^\dagger L=mv^\dagger$. Hence $v^\dagger LAv=m\,v^\dagger Av$, and $v^\dagger ALv=m\,v^\dagger Av$ directly. In Lean, `hs` is the adjoint equation.

```lean
variable {S : Fin 3 → Matrix ι ι ℂ} {X m : ℝ} {n : Fin 3 → ℝ} {v : ι → ℂ}

omit [DecidableEq ι] in
/-- In an eigenvector of a Hermitian `L` with real eigenvalue `m`, a factor `L` on either
side of an operator is replaced by `m` in the expectation value. -/
theorem expect_eigen {L : Matrix ι ι ℂ} (hL : L.IsHermitian) (hv : L *ᵥ v = (m : ℂ) • v)
    (A : Matrix ι ι ℂ) :
    expect v (L * A) = m * expect v A ∧ expect v (A * L) = m * expect v A := by
  have hs : star v ᵥ* L = (m : ℂ) • star v := by
    have h := congrArg star hv
    rw [Matrix.star_mulVec, hL.eq, star_smul] at h
    simpa using h
  constructor
  · change star v ⬝ᵥ ((L * A) *ᵥ v) = m * (star v ⬝ᵥ (A *ᵥ v))
    rw [← Matrix.mulVec_mulVec, Matrix.dotProduct_mulVec, hs, smul_dotProduct, smul_eq_mul]
  · change star v ⬝ᵥ ((A * L) *ᵥ v) = m * (star v ⬝ᵥ (A *ᵥ v))
    rw [← Matrix.mulVec_mulVec, hv, Matrix.mulVec_smul, dotProduct_smul, smul_eq_mul]
```

## (b) A balance law for products

With $L$ and $v$ as in (a), let $[L,P]=iP'$ and $[L,Q]=iQ'$. Show that
$$\langle P'Q\rangle+\langle PQ'\rangle=0 .$$

**Solution.** The product rule gives
$$[L,PQ]=[L,P]Q+P[L,Q]=i(P'Q+PQ').$$
By (a), the mean of the left side is $m\langle PQ\rangle-m\langle PQ\rangle=0$. Divide by $i$. The product rule is `key`, checked by `noncomm_ring`.

```lean
/-- If `[L,P] = iP'` and `[L,Q] = iQ'` for a Hermitian `L`, then `⟨P'Q⟩ + ⟨PQ'⟩ = 0`
in every eigenvector of `L` with real eigenvalue. -/
theorem balance {L P Q P' Q' : Matrix ι ι ℂ} (hL : L.IsHermitian)
    (hv : L *ᵥ v = (m : ℂ) • v) (hP : L * P - P * L = Complex.I • P')
    (hQ : L * Q - Q * L = Complex.I • Q') :
    expect v (P' * Q) + expect v (P * Q') = 0 := by
  have key : Complex.I • (P' * Q + P * Q') = L * (P * Q) - (P * Q) * L := by
    rw [smul_add, ← smul_mul_assoc, ← mul_smul_comm, ← hP, ← hQ]
    noncomm_ring
  have h := congrArg (expect v) key
  rw [map_smul, map_sub, (expect_eigen hL hv _).1, (expect_eigen hL hv _).2, sub_self,
    smul_eq_mul, map_add] at h
  exact (mul_eq_zero.mp h).resolve_left Complex.I_ne_zero
```

## (c) Precession about the field

Show that $n\cdot S$ is Hermitian and that
$$[n\cdot S,S_k]=i\,(n_{k+2}S_{k+1}-n_{k+1}S_{k+2})=i(S\times n)_k .$$

**Solution.** A real combination of Hermitian matrices is Hermitian. The term with $S_k$ commutes with $S_k$. The others give $n_{k+1}[S_{k+1},S_k]=-i\,n_{k+1}S_{k+2}$ and $n_{k+2}[S_{k+2},S_k]=i\,n_{k+2}S_{k+1}$. Lean treats the three values of $k$ separately, as `p0`, `p1` and `p2`.

```lean
/-- The component `n·S` is Hermitian, and its commutator with `S_k` is `i (S × n)_k`. -/
theorem precession (h : IsSpin S X) (n : Fin 3 → ℝ) :
    (along S n).IsHermitian ∧ ∀ k, along S n * S k - S k * along S n =
      Complex.I • ((n (k + 2) : ℂ) • S (k + 1) - (n (k + 1) : ℂ) • S (k + 2)) := by
  constructor
  · change (∑ k, (n k : ℂ) • S k)ᴴ = ∑ k, (n k : ℂ) • S k
    rw [Matrix.conjTranspose_sum]
    refine Finset.sum_congr rfl fun k _ => ?_
    rw [Matrix.conjTranspose_smul, (h.herm k).eq, Complex.star_def, Complex.conj_ofReal]
  · have h0 : S 0 * S 1 - S 1 * S 0 = Complex.I • S 2 := h.comm 0
    have h1 : S 1 * S 2 - S 2 * S 1 = Complex.I • S 0 := h.comm 1
    have h2 : S 2 * S 0 - S 0 * S 2 = Complex.I • S 1 := h.comm 2
    have p0 : along S n * S 0 - S 0 * along S n =
        Complex.I • ((n 2 : ℂ) • S 1 - (n 1 : ℂ) • S 2) := by
      simp only [along, Fin.sum_univ_three, add_mul, mul_add, smul_mul_assoc, mul_smul_comm]
      linear_combination (norm := module) (n 2 : ℂ) • h2 - (n 1 : ℂ) • h0
    have p1 : along S n * S 1 - S 1 * along S n =
        Complex.I • ((n 0 : ℂ) • S 2 - (n 2 : ℂ) • S 0) := by
      simp only [along, Fin.sum_univ_three, add_mul, mul_add, smul_mul_assoc, mul_smul_comm]
      linear_combination (norm := module) (n 0 : ℂ) • h0 - (n 2 : ℂ) • h1
    have p2 : along S n * S 2 - S 2 * along S n =
        Complex.I • ((n 1 : ℂ) • S 0 - (n 0 : ℂ) • S 1) := by
      simp only [along, Fin.sum_univ_three, add_mul, mul_add, smul_mul_assoc, mul_smul_comm]
      linear_combination (norm := module) (n 1 : ℂ) • h1 - (n 0 : ℂ) • h2
    intro k
    fin_cases k
    exacts [p0, p1, p2]
```

## (d) First and second moments of the spin

From here on, $v$ is a unit vector with $(n\cdot S)v=mv$. Show that $\langle S_k\rangle=mn_k$ and
$$\langle S_kS_l+S_lS_k\rangle=(X-m^2)\delta_{kl}+(3m^2-X)n_kn_l .$$

**Solution.** Put $L=n\cdot S$. Taking $Q=1$, $Q'=0$ in (b) gives $\langle S\rangle\times n=0$, so $\langle S\rangle$ is parallel to $n$. By (a), $n\cdot\langle S\rangle=m$, hence $\langle S\rangle=mn$.

Choose a right-handed orthonormal frame $a,b,n$ and write $S_a=a\cdot S$, $S_b=b\cdot S$. By (c), $[L,S_a]=iS_b$ and $[L,S_b]=-iS_a$. Then (b) gives:

- with $P=Q=S_a$: $\langle S_aS_b+S_bS_a\rangle=0$;
- with $P=S_a$, $Q=S_b$: $\langle S_b^2\rangle=\langle S_a^2\rangle$.

By (a), $\langle L^2\rangle=m^2$ and $\langle LS_a\rangle=\langle S_aL\rangle=m\langle S_a\rangle=0$, likewise for $b$. Since $S_a^2+S_b^2+L^2=X\cdot 1$, we get $2\langle S_a^2\rangle=2\langle S_b^2\rangle=X-m^2$. The symmetrised tensor is therefore
$$(X-m^2)(\delta_{kl}-n_kn_l)+2m^2n_kn_l,$$
which is the target.

Lean stays in the fixed axes. The balance laws are `A0`–`A2` and `B0`–`B2`, `M` is the contraction with $n$, and `tr` is the total-spin condition. `linear_combination` solves these equations using $n\cdot n=1$.

```lean
/-- In a unit eigenvector of `n·S` with eigenvalue `m`, `n` a unit vector, the mean spin
is `m n`, and the symmetrised second moments are `(X - m²) δ_kl + (3m² - X) n_k n_l`. -/
theorem spin_moments (h : IsSpin S X) (hn : n ⬝ᵥ n = 1) (hu : star v ⬝ᵥ v = 1)
    (hv : along S n *ᵥ v = (m : ℂ) • v) :
    (∀ k, expect v (S k) = m * n k) ∧
    ∀ k l, expect v (S k * S l) + expect v (S l * S k) =
      (if k = l then (X : ℂ) - m ^ 2 else 0) + (3 * m ^ 2 - X) * (n k * n l) := by
  obtain ⟨hL, hp⟩ := precession h n
  have p0 : _ = Complex.I • ((n 2 : ℂ) • S 1 - (n 1 : ℂ) • S 2) := hp 0
  have p1 : _ = Complex.I • ((n 0 : ℂ) • S 2 - (n 2 : ℂ) • S 0) := hp 1
  have p2 : _ = Complex.I • ((n 1 : ℂ) • S 0 - (n 0 : ℂ) • S 1) := hp 2
  have e1 : expect v 1 = 1 := by
    change star v ⬝ᵥ ((1 : Matrix ι ι ℂ) *ᵥ v) = 1
    rw [Matrix.one_mulVec, hu]
  have N1 : (n 0 : ℂ) * n 0 + n 1 * n 1 + n 2 * n 2 = 1 := by
    simp only [dotProduct, Fin.sum_univ_three] at hn
    exact_mod_cast hn
  obtain ⟨N, hN⟩ : ∃ N : Fin 3 → ℂ, ∀ k, (n k : ℂ) = N k := ⟨fun k => n k, fun _ => rfl⟩
  simp only [hN] at p0 p1 p2 N1 ⊢
  -- first moments: the mean torque vanishes
  have first : ∀ k, expect v (S k) = m * N k := by
    have q1 : along S n * 1 - 1 * along S n = Complex.I • (0 : Matrix ι ι ℂ) := by simp
    have Z0 := balance hL hv p0 q1
    have Z1 := balance hL hv p1 q1
    have Z2 := balance hL hv p2 q1
    have ZL := (expect_eigen hL hv 1).1
    simp only [along, Fin.sum_univ_three, mul_one, mul_zero, map_zero, add_zero, map_add,
      map_sub, map_smul, smul_eq_mul, e1, hN] at Z0 Z1 Z2 ZL
    intro k
    match k with
    | 0 => linear_combination N 0 * ZL + N 1 * Z2 - N 2 * Z1 - expect v (S 0) * N1
    | 1 => linear_combination N 1 * ZL + N 2 * Z0 - N 0 * Z2 - expect v (S 1) * N1
    | 2 => linear_combination N 2 * ZL + N 0 * Z1 - N 1 * Z0 - expect v (S 2) * N1
  refine ⟨first, ?_⟩
  obtain ⟨q, hq⟩ : ∃ q : Fin 3 → Fin 3 → ℂ, ∀ k l, expect v (S k * S l) = q k l :=
    ⟨fun k l => expect v (S k * S l), fun _ _ => rfl⟩
  -- contraction of the second moments with the field direction
  have M : ∀ k, N 0 * (q 0 k + q k 0) + N 1 * (q 1 k + q k 1) + N 2 * (q 2 k + q k 2) =
      2 * m ^ 2 * N k := by
    intro k
    obtain ⟨l, r⟩ := expect_eigen hL hv (S k)
    simp only [along, Fin.sum_univ_three, add_mul, mul_add, smul_mul_assoc, mul_smul_comm,
      map_add, map_smul, smul_eq_mul, hN, hq, first] at l r
    linear_combination l + r
  have tr := congrArg (expect v) h.casimir
  -- balance of the second moments under precession about the field
  have A0 := balance hL hv p0 p0
  have A1 := balance hL hv p1 p1
  have A2 := balance hL hv p2 p2
  have B0 := congrArg₂ (· + ·) (balance hL hv p1 p2) (balance hL hv p2 p1)
  have B1 := congrArg₂ (· + ·) (balance hL hv p2 p0) (balance hL hv p0 p2)
  have B2 := congrArg₂ (· + ·) (balance hL hv p0 p1) (balance hL hv p1 p0)
  simp only [Fin.sum_univ_three, sub_mul, mul_sub, smul_mul_assoc, mul_smul_comm, map_add,
    map_sub, map_smul, smul_eq_mul, e1, hq] at tr A0 A1 A2 B0 B1 B2 ⊢
  have w01 : q 0 1 + q 1 0 = (3 * m ^ 2 - X) * (N 0 * N 1) := by
    linear_combination (3 / 4) * (N 1 * M 0 + N 0 * M 1) + (1 / 4) * (N 1 * B0 - N 0 * B1)
      + (1 / 2) * N 2 * (A0 - A1) - N 0 * N 1 * tr - (q 0 1 + q 1 0) * N1
  have w12 : q 1 2 + q 2 1 = (3 * m ^ 2 - X) * (N 1 * N 2) := by
    linear_combination (3 / 4) * (N 2 * M 1 + N 1 * M 2) + (1 / 4) * (N 2 * B1 - N 1 * B2)
      + (1 / 2) * N 0 * (A1 - A2) - N 1 * N 2 * tr - (q 1 2 + q 2 1) * N1
  have w20 : q 2 0 + q 0 2 = (3 * m ^ 2 - X) * (N 2 * N 0) := by
    linear_combination (3 / 4) * (N 0 * M 2 + N 2 * M 0) + (1 / 4) * (N 0 * B2 - N 2 * B0)
      + (1 / 2) * N 1 * (A2 - A0) - N 2 * N 0 * tr - (q 2 0 + q 0 2) * N1
  intro k l
  match k, l with
  | 0, 0 =>
    rw [if_pos rfl]
    linear_combination (1 / 2) * (N 1 * B1 - N 2 * B2 + 2 * N 0 * M 0 - N 1 * M 1 - N 2 * M 2)
      + (N 1 ^ 2 + N 2 ^ 2) * tr - (2 * q 0 0 - X + m ^ 2) * N1
  | 1, 1 =>
    rw [if_pos rfl]
    linear_combination (1 / 2) * (N 2 * B2 - N 0 * B0 + 2 * N 1 * M 1 - N 2 * M 2 - N 0 * M 0)
      + (N 2 ^ 2 + N 0 ^ 2) * tr - (2 * q 1 1 - X + m ^ 2) * N1
  | 2, 2 =>
    rw [if_pos rfl]
    linear_combination (1 / 2) * (N 0 * B0 - N 1 * B1 + 2 * N 2 * M 2 - N 0 * M 0 - N 1 * M 1)
      + (N 0 ^ 2 + N 1 ^ 2) * tr - (2 * q 2 2 - X + m ^ 2) * N1
  | 0, 1 => rw [if_neg (by decide)]; linear_combination w01
  | 1, 0 => rw [if_neg (by decide)]; linear_combination w01
  | 1, 2 => rw [if_neg (by decide)]; linear_combination w12
  | 2, 1 => rw [if_neg (by decide)]; linear_combination w12
  | 2, 0 => rw [if_neg (by decide)]; linear_combination w20
  | 0, 2 => rw [if_neg (by decide)]; linear_combination w20
```

## (e) The mean fine-structure energy

Show that
$$\Big\langle\sum_{kl}D_{kl}S_kS_l\Big\rangle=\frac{3m^2-X}{2}\,n^TDn .$$

**Solution.** Since $D$ is symmetric, (d) gives
$$\frac12\sum_{kl}D_{kl}\langle S_kS_l+S_lS_k\rangle=\frac{X-m^2}{2}\operatorname{tr}D+\frac{3m^2-X}{2}n^TDn,$$
and $\operatorname{tr}D=0$. The final `linear_combination` is this contraction, with `t` the trace condition.

Despite the name `high_field_shift`, the theorem concerns a mean value. For a single effective spin with an isotropic $g$ factor and a Zeeman splitting much larger than $D$, it is also the level shift in first-order perturbation theory. Higher orders can add corrections, which diagonalising the full spin Hamiltonian includes.

```lean
/-- For a real symmetric traceless `D` and a unit eigenvector of `n·S` with eigenvalue `m`,
`n` a unit vector, the mean fine-structure energy is `(3m² - X)/2 · nᵀDn`. -/
theorem high_field_shift (h : IsSpin S X) (hn : n ⬝ᵥ n = 1) (hu : star v ⬝ᵥ v = 1)
    (hv : along S n *ᵥ v = (m : ℂ) • v) {D : Matrix (Fin 3) (Fin 3) ℝ}
    (hD : D.IsSymm) (ht : D.trace = 0) :
    expect v (fineStructure S D) = ((3 * m ^ 2 - X) / 2 * (n ⬝ᵥ D *ᵥ n) : ℝ) := by
  have Q := (spin_moments h hn hu hv).2
  have Q00 := Q 0 0
  have Q11 := Q 1 1
  have Q22 := Q 2 2
  have Q01 := Q 0 1
  have Q02 := Q 0 2
  have Q12 := Q 1 2
  rw [if_pos rfl] at Q00 Q11 Q22
  rw [if_neg (by decide)] at Q01 Q02 Q12
  have s10 : D 1 0 = D 0 1 := hD.apply 0 1
  have s20 : D 2 0 = D 0 2 := hD.apply 0 2
  have s21 : D 2 1 = D 1 2 := hD.apply 1 2
  have t : (D 0 0 : ℂ) + D 1 1 + D 2 2 = 0 := by
    rw [Matrix.trace_fin_three] at ht
    exact_mod_cast ht
  simp only [fineStructure, Fin.sum_univ_three, map_add, map_smul, smul_eq_mul, dotProduct,
    Matrix.mulVec, s10, s20, s21]
  push_cast
  -- the isotropic part of the second moments meets only the trace of D
  linear_combination (1 / 2) * ((D 0 0 : ℂ) * Q00 + (D 1 1 : ℂ) * Q11 + (D 2 2 : ℂ) * Q22)
    + (D 0 1 : ℂ) * Q01 + (D 0 2 : ℂ) * Q02 + (D 1 2 : ℂ) * Q12
    + ((X : ℂ) - (m : ℂ) ^ 2) / 2 * t
```

## (f) The difference between neighbouring values of m

Let $w$ be a unit eigenvector of $n\cdot S$ with eigenvalue $m+1$. Show that the mean fine-structure energy in $w$ minus that in $v$ is
$$\frac{3(2m+1)}{2}\,n^TDn .$$

**Solution.** Subtract the two cases of (e): $X$ cancels, and $(m+1)^2-m^2=2m+1$.

```lean
/-- For symmetric traceless `D` and unit `n`, the mean fine-structure energies in unit
eigenvectors of `n·S` with eigenvalues `m + 1` and `m` differ by `3(2m + 1)/2 · nᵀDn`. -/
theorem line_shift (h : IsSpin S X) (hn : n ⬝ᵥ n = 1) {w : ι → ℂ}
    (hu : star v ⬝ᵥ v = 1) (hv : along S n *ᵥ v = (m : ℂ) • v)
    (hw1 : star w ⬝ᵥ w = 1) (hw : along S n *ᵥ w = ((m + 1 : ℝ) : ℂ) • w)
    {D : Matrix (Fin 3) (Fin 3) ℝ} (hD : D.IsSymm) (ht : D.trace = 0) :
    expect w (fineStructure S D) - expect v (fineStructure S D) =
      (3 * (2 * m + 1) / 2 * (n ⬝ᵥ D *ᵥ n) : ℝ) := by
  rw [high_field_shift h hn hw1 hw hD ht, high_field_shift h hn hu hv hD ht,
    ← Complex.ofReal_sub]
  congr 1
  ring
```

## (g) Axial symmetry

Let $D_{kl}=d\,(u_ku_l-\delta_{kl}/3)$ with a real unit axis $u$. The strength $d$ is the parameter usually written $D$.

```lean
/-- The axial tensor `d (u uᵀ - 1/3)` with strength `d` and axis `u`. -/
def axialTensor (d : ℝ) (u : Fin 3 → ℝ) : Matrix (Fin 3) (Fin 3) ℝ :=
  Matrix.of fun k l => d * (u k * u l - if k = l then 1 / 3 else 0)
```

Show that the mean fine-structure energy is
$$\frac{d\,(3m^2-X)\,\big(3(u\cdot n)^2-1\big)}{6}.$$

**Solution.** The tensor is symmetric, and its trace is $d(u\cdot u-1)=0$. Also $n^TDn=d\big((u\cdot n)^2-\tfrac13\big)$, because $n\cdot n=1$. Insert this in (e).

```lean
/-- For an axial tensor with unit axis `u`, the mean fine-structure energy in a unit
eigenvector of `n·S` with eigenvalue `m`, `n` a unit vector, is
`d (3m² - X)(3(u·n)² - 1)/6`. -/
theorem axial_shift (h : IsSpin S X) (hn : n ⬝ᵥ n = 1) (hu : star v ⬝ᵥ v = 1)
    (hv : along S n *ᵥ v = (m : ℂ) • v) (d : ℝ) {u : Fin 3 → ℝ} (hu1 : u ⬝ᵥ u = 1) :
    expect v (fineStructure S (axialTensor d u)) =
      (d * (3 * m ^ 2 - X) * (3 * (u ⬝ᵥ n) ^ 2 - 1) / 6 : ℝ) := by
  have hD : (axialTensor d u).IsSymm := Matrix.IsSymm.ext fun i j => by
    simp only [axialTensor, Matrix.of_apply, mul_comm (u j) (u i), eq_comm (a := j) (b := i)]
  have ht : (axialTensor d u).trace = 0 := by
    simp only [dotProduct, Fin.sum_univ_three] at hu1
    simp only [Matrix.trace_fin_three, axialTensor, Matrix.of_apply, ↓reduceIte]
    linear_combination d * hu1
  rw [high_field_shift h hn hu hv hD ht]
  congr 1
  simp only [dotProduct, Fin.sum_univ_three] at hn
  simp only [dotProduct, Matrix.mulVec, Fin.sum_univ_three, axialTensor, Matrix.of_apply,
    Fin.isValue, Fin.reduceEq, ↓reduceIte]
  linear_combination (-(d / 3) * ((3 * m ^ 2 - X) / 2)) * hn
```

## (h) Spin 1 with the field along z

Take the spin-1 matrices in the $S_z$ basis, where $S_z$ is $S_2$.

```lean
/-- The spin-1 matrices in the basis of eigenvectors of `S_z`. -/
def spinOne : Fin 3 → Matrix (Fin 3) (Fin 3) ℂ :=
  ![((√2 / 2 : ℝ) : ℂ) • !![0, 1, 0; 1, 0, 1; 0, 1, 0],
    ((√2 / 2 : ℝ) : ℂ) • !![0, -Complex.I, 0; Complex.I, 0, -Complex.I; 0, Complex.I, 0],
    !![1, 0, 0; 0, 0, 0; 0, 0, -1]]
```

Show that they satisfy the spin conditions with $X=2$, and that $v=(1,0,0)^T$ is a unit vector with
$$S_2v=v .$$

**Solution.** Write $S_0=A/\sqrt2$, $S_1=B/\sqrt2$, $S_2=C$. All three are Hermitian. Multiplication gives $[A,B]=2iC$, $[B,C]=iA$ and $[C,A]=iB$, which are the required commutators after scaling. The squares add up to
$$\tfrac12(A^2+B^2)+C^2=\operatorname{diag}(1,2,1)+\operatorname{diag}(1,0,1)=2\cdot 1 .$$
The first column of $C$ is $v$, and $v^\dagger v=1$. So the assumptions on $S$, $n$ and $v$ are met by an actual spin, with $m=1$. Lean checks the matrices entry by entry.

```lean
/-- The matrices `spinOne` form a spin with `X = 2`, and `(1,0,0)` is a unit eigenvector
of the component along `z` with eigenvalue 1. -/
theorem spinOne_witness : IsSpin spinOne 2 ∧ star ![(1 : ℂ), 0, 0] ⬝ᵥ ![1, 0, 0] = 1 ∧
    along spinOne ![0, 0, 1] *ᵥ ![1, 0, 0] = ((1 : ℝ) : ℂ) • ![1, 0, 0] := by
  have hr : ((√2 / 2 : ℝ) : ℂ) * ((√2 / 2 : ℝ) : ℂ) = 1 / 2 := by
    have h : √2 / 2 * (√2 / 2) = (1 / 2 : ℝ) := by
      linear_combination (1 / 4) * Real.mul_self_sqrt (show (0 : ℝ) ≤ 2 by norm_num)
    rw [← Complex.ofReal_mul, h]
    norm_num
  refine ⟨⟨?_, ?_, ?_⟩, ?_, ?_⟩
  · intro k
    ext i j
    fin_cases k <;> fin_cases i <;> fin_cases j <;> simp [spinOne]
  · unfold spinOne
    generalize ((√2 / 2 : ℝ) : ℂ) = r at hr
    set A : Matrix (Fin 3) (Fin 3) ℂ := !![0, 1, 0; 1, 0, 1; 0, 1, 0] with hA
    set B : Matrix (Fin 3) (Fin 3) ℂ :=
      !![0, -Complex.I, 0; Complex.I, 0, -Complex.I; 0, Complex.I, 0] with hB
    set C : Matrix (Fin 3) (Fin 3) ℂ := !![1, 0, 0; 0, 0, 0; 0, 0, -1] with hC
    have e0 : A * B - B * A = (2 * Complex.I) • C := by
      ext i j
      fin_cases i <;> fin_cases j <;>
        simp [hA, hB, hC] <;> ring
    have e1 : B * C - C * B = Complex.I • A := by
      ext i j
      fin_cases i <;> fin_cases j <;> simp [hA, hB, hC]
    have e2 : C * A - A * C = Complex.I • B := by
      ext i j
      fin_cases i <;> fin_cases j <;> simp [hA, hB, hC]
    have c0 : (r • A) * (r • B) - (r • B) * (r • A) = Complex.I • C := by
      rw [smul_mul_smul_comm, smul_mul_smul_comm, hr, ← smul_sub, e0, smul_smul]
      congr 1
      ring
    have c1 : (r • B) * C - C * (r • B) = Complex.I • (r • A) := by
      rw [smul_mul_assoc, mul_smul_comm, ← smul_sub, e1, smul_comm]
    have c2 : C * (r • A) - (r • A) * C = Complex.I • (r • B) := by
      rw [smul_mul_assoc, mul_smul_comm, ← smul_sub, e2, smul_comm]
    intro k
    fin_cases k
    exacts [c0, c1, c2]
  · rw [Fin.sum_univ_three]
    change (_ • _) * (_ • _) + (_ • _) * (_ • _) + _ = _
    rw [smul_mul_smul_comm, smul_mul_smul_comm, hr]
    ext i j
    fin_cases i <;> fin_cases j <;>
      simp [spinOne, Fin.sum_univ_succ] <;> norm_num
  · simp [dotProduct, Fin.sum_univ_succ]
  · ext i
    fin_cases i <;> simp [along, spinOne, Fin.sum_univ_succ, Matrix.mulVec, dotProduct]

end

end HighFieldFineStructure
```

```lean
#print axioms HighFieldFineStructure.high_field_shift
#print axioms HighFieldFineStructure.line_shift
#print axioms HighFieldFineStructure.axial_shift
```

```
'HighFieldFineStructure.high_field_shift' depends on axioms: [propext, Classical.choice, Quot.sound]
'HighFieldFineStructure.line_shift' depends on axioms: [propext, Classical.choice, Quot.sound]
'HighFieldFineStructure.axial_shift' depends on axioms: [propext, Classical.choice, Quot.sound]
```
